# The trace of a product of three angular momentum components is (i/6) tr(J²) times the triple product of their direction vectors

Let $J_x, J_y, J_z$ be complex square matrices of any finite size that satisfy $[J_x,J_y]=iJ_z$ and its cyclic permutations, and let $T=\operatorname{tr}(J_x^2+J_y^2+J_z^2)$. Then

$$\operatorname{tr}(J_xJ_yJ_z)=\frac{iT}{6},\qquad \operatorname{tr}\big((u\cdot J)(v\cdot J)(w\cdot J)\big)=\frac{iT}{6}\,u\cdot(v\times w)$$

for all complex vectors $u,v,w$, where $u\cdot J=u_0J_x+u_1J_y+u_2J_z$.

## Third-order averages of a spin

In the maximally mixed state, the average of an operator is its trace divided by the dimension. For any finite-dimensional spin system, the formula therefore gives every average of a product of three components of $J$ in that state. Averages of this kind appear in the coefficients when thermal averages of a finite spin system are expanded in powers of the inverse temperature.

The trace depends on the representation only through the number $T$; the average also needs the dimension. For spin 1/2, $T=3/2$, so $\operatorname{tr}(J_xJ_yJ_z)=i/4$.

## The relations and the formula in Lean

The matrices have type `Matrix n n ℂ`, with `n` a finite index type. The structure `IsAngularMomentum Jx Jy Jz` holds the three commutation relations, in units with $\hbar=1$. These relations are assumed; physically, they say that the matrices generate rotations. Nothing requires the matrices to be Hermitian or the representation to be irreducible, so the total angular momentum of several spins is included.

`totalSq` is $J^2=J_x^2+J_y^2+J_z^2$, and `along Jx Jy Jz u` is $u\cdot J$. A vector is a function `Fin 3 → ℂ`, with indices 0, 1, 2 for $x,y,z$. The product `⬝ᵥ` is bilinear: it does not conjugate its first argument. The cross product is `⨯₃`.

In these terms, `trace_xyz` is the first formula above and `trace_along_mul` is the second. A consequence, `trace_anticommutator_mul`, says that the anticommutator of any two components, multiplied by any third, has zero trace. `isAngularMomentum_witness` confirms that the spin-1/2 matrices obey the relations and have $T=3/2$, so the formula has a case with a non-zero value.

The theorems leave $T$ as a trace and do not evaluate it for general spin. They also do not treat operators on infinite-dimensional spaces.

## Traces with a repeated component

The derivation uses the commutation relations and the cyclic property $\operatorname{tr}(AB)=\operatorname{tr}(BA)$. Writing $iJ_y=[J_z,J_x]$ gives

$$i\operatorname{tr}(J_x^2J_y)=\operatorname{tr}(J_x^2J_zJ_x)-\operatorname{tr}(J_x^3J_z)=0,$$

since moving the last $J_x$ to the front makes the two terms equal. In the same way, $iJ_z=[J_x,J_y]$ gives

$$i\operatorname{tr}(J_x^2J_z)=\operatorname{tr}(J_x^3J_y)-\operatorname{tr}(J_x^2J_yJ_x)=0.$$

The relations are unchanged by $x\to y\to z\to x$, so every trace with one component squared and a different one vanishes.

For the cube, use $iJ_x=[J_y,J_z]$ and cyclicity:

$$i\operatorname{tr}(J_x^3)=\operatorname{tr}(J_x^2J_yJ_z)-\operatorname{tr}(J_x^2J_zJ_y)=\operatorname{tr}\big([J_x^2,J_y]J_z\big).$$

The product rule for commutators gives

$$[J_x^2,J_y]=J_x[J_x,J_y]+[J_x,J_y]J_x=i(J_xJ_z+J_zJ_x).$$

Hence $i\operatorname{tr}(J_x^3)=2i\operatorname{tr}(J_z^2J_x)=0$ by the previous result.

## Traces with three different components

Multiply the anticommutator of $J_x$ and $J_y$ by their commutator:

$$\operatorname{tr}\big(\{J_x,J_y\}[J_x,J_y]\big)=\operatorname{tr}(J_xJ_yJ_xJ_y)-\operatorname{tr}(J_xJ_yJ_yJ_x)+\operatorname{tr}(J_yJ_xJ_xJ_y)-\operatorname{tr}(J_yJ_xJ_yJ_x).$$

By cyclicity the first and last terms cancel, and so do the middle two. Since the commutator is $iJ_z$, the left side is also $i\operatorname{tr}(J_xJ_yJ_z)+i\operatorname{tr}(J_yJ_xJ_z)$. Therefore

$$\operatorname{tr}(J_yJ_xJ_z)=-\operatorname{tr}(J_xJ_yJ_z).$$

On the other hand, the commutation relation gives

$$\operatorname{tr}(J_xJ_yJ_z)-\operatorname{tr}(J_yJ_xJ_z)=i\operatorname{tr}(J_z^2).$$

Together these yield $\operatorname{tr}(J_xJ_yJ_z)=\tfrac{i}{2}\operatorname{tr}(J_z^2)$. Cyclic relabelling leaves the left side unchanged and replaces $J_z^2$ by $J_x^2$ or $J_y^2$. Adding the three equations gives $3\operatorname{tr}(J_xJ_yJ_z)=\tfrac{i}{2}T$, which is the first formula.

## From single traces to the triple product

Expanding $(u\cdot J)(v\cdot J)(w\cdot J)$ produces 27 traces. Three are cubes and 18 contain exactly two equal components; all of these vanish. Of the remaining six, the cyclic orders of $xyz$ contribute $iT/6$ each and the other three orders $-iT/6$ each. The sum is

$$\frac{iT}{6}\big[u_0(v_1w_2-v_2w_1)+u_1(v_2w_0-v_0w_2)+u_2(v_0w_1-v_1w_0)\big]=\frac{iT}{6}\,u\cdot(v\times w).$$

Exchanging $u$ and $v$ reverses the sign of the triple product, so the two terms of an anticommutator cancel in the trace.

## One missing relation spoils the formula

Take the $1\times1$ matrices $J_x=1$ and $J_y=J_z=0$. All commutators vanish, so $[J_x,J_y]=iJ_z$ and $[J_z,J_x]=iJ_y$ hold, while $[J_y,J_z]=iJ_x$ fails. Here $T=1$, but $\operatorname{tr}(J_xJ_yJ_z)=0$ and not $i/6$. The cube fails as well, since $\operatorname{tr}(J_x^3)=1$.

## The complete Lean file

```lean
import Mathlib

open scoped Matrix
open Matrix (trace trace_add trace_sub trace_smul trace_mul_comm)
open Complex (I I_ne_zero)

namespace AngularMomentumCubicTrace

variable {n : Type*} [Fintype n]

/-- Three complex square matrices obey the angular momentum commutation relations
`[Jx, Jy] = i Jz` and cyclic permutations. -/
structure IsAngularMomentum (Jx Jy Jz : Matrix n n ℂ) : Prop where
  xy : Jx * Jy - Jy * Jx = I • Jz
  yz : Jy * Jz - Jz * Jy = I • Jx
  zx : Jz * Jx - Jx * Jz = I • Jy

/-- The total angular momentum squared, `J² = Jx² + Jy² + Jz²`. -/
def totalSq (Jx Jy Jz : Matrix n n ℂ) : Matrix n n ℂ :=
  Jx * Jx + Jy * Jy + Jz * Jz

/-- The component `u · J = u₀ Jx + u₁ Jy + u₂ Jz` along a complex vector `u`. -/
def along (Jx Jy Jz : Matrix n n ℂ) (u : Fin 3 → ℂ) : Matrix n n ℂ :=
  u 0 • Jx + u 1 • Jy + u 2 • Jz

variable {Jx Jy Jz : Matrix n n ℂ}

/-- The commutation relations are unchanged by the relabelling `x → y → z → x`. -/
theorem IsAngularMomentum.rotate (h : IsAngularMomentum Jx Jy Jz) :
    IsAngularMomentum Jy Jz Jx :=
  ⟨h.yz, h.zx, h.xy⟩

variable [DecidableEq n]

/-- For angular momentum matrices, the square of one component times a different
component is traceless: `tr(Jx² Jy) = 0` and `tr(Jx² Jz) = 0`. -/
theorem trace_sq_mul (h : IsAngularMomentum Jx Jy Jz) :
    trace (Jx * Jx * Jy) = 0 ∧ trace (Jx * Jx * Jz) = 0 := by
  constructor
  · -- write `i Jy` as the commutator `[Jz, Jx]`
    have e : I * trace (Jx * Jx * Jy)
        = trace (Jx * Jx * (Jz * Jx)) - trace (Jx * Jx * (Jx * Jz)) := by
      rw [← trace_sub, ← mul_sub, h.zx, mul_smul_comm, trace_smul, smul_eq_mul]
    have c : trace (Jx * Jx * (Jz * Jx)) = trace (Jx * Jx * (Jx * Jz)) := by
      simpa only [mul_assoc] using trace_mul_comm (Jx * Jx * Jz) Jx
    rw [c, sub_self] at e
    exact (mul_eq_zero.mp e).resolve_left I_ne_zero
  · -- write `i Jz` as the commutator `[Jx, Jy]`
    have e : I * trace (Jx * Jx * Jz)
        = trace (Jx * Jx * (Jx * Jy)) - trace (Jx * Jx * (Jy * Jx)) := by
      rw [← trace_sub, ← mul_sub, h.xy, mul_smul_comm, trace_smul, smul_eq_mul]
    have c : trace (Jx * Jx * (Jy * Jx)) = trace (Jx * Jx * (Jx * Jy)) := by
      simpa only [mul_assoc] using trace_mul_comm (Jx * Jx * Jy) Jx
    rw [c, sub_self] at e
    exact (mul_eq_zero.mp e).resolve_left I_ne_zero

/-- For angular momentum matrices, the cube of a component is traceless:
`tr(Jx³) = 0`. -/
theorem trace_cube (h : IsAngularMomentum Jx Jy Jz) :
    trace (Jx * Jx * Jx) = 0 := by
  have k : Jx * Jx * Jy - Jy * (Jx * Jx) = I • (Jx * Jz + Jz * Jx) := by
    calc Jx * Jx * Jy - Jy * (Jx * Jx)
        = Jx * (Jx * Jy - Jy * Jx) + (Jx * Jy - Jy * Jx) * Jx := by noncomm_ring
      _ = I • (Jx * Jz + Jz * Jx) := by
        rw [h.xy, mul_smul_comm, smul_mul_assoc, smul_add]
  have c : trace (Jx * Jx * (Jz * Jy)) = trace (Jy * (Jx * Jx) * Jz) := by
    simpa only [mul_assoc] using trace_mul_comm (Jx * Jx * Jz) Jy
  -- move the commutator from `[Jy, Jz]` onto `[Jx², Jy]`
  have e : I * trace (Jx * Jx * Jx)
      = I * (trace (Jx * Jz * Jz) + trace (Jz * Jx * Jz)) := by
    calc I * trace (Jx * Jx * Jx)
        = trace (Jx * Jx * (Jy * Jz)) - trace (Jx * Jx * (Jz * Jy)) := by
          rw [← trace_sub, ← mul_sub, h.yz, mul_smul_comm, trace_smul, smul_eq_mul]
      _ = trace (Jx * Jx * Jy * Jz) - trace (Jy * (Jx * Jx) * Jz) := by
          rw [c, ← mul_assoc (Jx * Jx) Jy Jz]
      _ = trace ((Jx * Jx * Jy - Jy * (Jx * Jx)) * Jz) := by
          rw [sub_mul, trace_sub]
      _ = I * (trace (Jx * Jz * Jz) + trace (Jz * Jx * Jz)) := by
          rw [k, smul_mul_assoc, trace_smul, add_mul, trace_add, smul_eq_mul]
  have z := (trace_sq_mul h.rotate.rotate).1
  have z1 : trace (Jx * Jz * Jz) = 0 := by
    rw [mul_assoc, trace_mul_comm Jx (Jz * Jz)]
    exact z
  have z2 : trace (Jz * Jx * Jz) = 0 := by
    rw [trace_mul_comm (Jz * Jx) Jz, ← mul_assoc]
    exact z
  rw [z1, z2, add_zero, mul_zero] at e
  exact (mul_eq_zero.mp e).resolve_left I_ne_zero

/-- For angular momentum matrices, exchanging the first two factors reverses the sign
of the mixed cubic trace: `tr(Jy Jx Jz) = -tr(Jx Jy Jz)`. -/
theorem trace_swap (h : IsAngularMomentum Jx Jy Jz) :
    trace (Jy * Jx * Jz) = -trace (Jx * Jy * Jz) := by
  have e : I * (trace (Jx * Jy * Jz) + trace (Jy * Jx * Jz))
      = trace ((Jx * Jy + Jy * Jx) * (Jx * Jy - Jy * Jx)) := by
    rw [h.xy, mul_smul_comm, trace_smul, add_mul, trace_add, smul_eq_mul]
  have c1 := trace_mul_comm (Jx * Jy) (Jy * Jx)
  have c2 : trace (Jy * Jx * (Jy * Jx)) = trace (Jx * Jy * (Jx * Jy)) := by
    simpa only [mul_assoc] using trace_mul_comm Jy (Jx * Jy * Jx)
  -- anticommutator times commutator has zero trace
  have f : trace ((Jx * Jy + Jy * Jx) * (Jx * Jy - Jy * Jx)) = 0 := by
    rw [add_mul, mul_sub, mul_sub, trace_add, trace_sub, trace_sub, c1, c2]
    ring
  rw [f] at e
  have s := (mul_eq_zero.mp e).resolve_left I_ne_zero
  linear_combination s

/-- For angular momentum matrices, `tr(Jx Jy Jz) = (i/2) tr(Jz²)`. -/
theorem trace_xyz_half (h : IsAngularMomentum Jx Jy Jz) :
    trace (Jx * Jy * Jz) = I / 2 * trace (Jz * Jz) := by
  have e : trace (Jx * Jy * Jz) - trace (Jy * Jx * Jz) = I * trace (Jz * Jz) := by
    rw [← trace_sub, ← sub_mul, h.xy, smul_mul_assoc, trace_smul, smul_eq_mul]
  linear_combination e / 2 + trace_swap h / 2

/-- For angular momentum matrices of any size, `tr(Jx Jy Jz) = (i/6) tr(J²)`. -/
theorem trace_xyz (h : IsAngularMomentum Jx Jy Jz) :
    trace (Jx * Jy * Jz) = I / 6 * trace (totalSq Jx Jy Jz) := by
  have a := trace_xyz_half h
  have b := trace_xyz_half h.rotate
  have c := trace_xyz_half h.rotate.rotate
  -- the three cyclic orders have the same trace
  have r1 : trace (Jy * Jz * Jx) = trace (Jx * Jy * Jz) := by
    rw [trace_mul_comm (Jy * Jz) Jx, ← mul_assoc]
  have r2 : trace (Jz * Jx * Jy) = trace (Jx * Jy * Jz) := by
    rw [mul_assoc, trace_mul_comm Jz (Jx * Jy)]
  rw [r1] at b
  rw [r2] at c
  rw [totalSq, trace_add, trace_add]
  linear_combination (a + b + c) / 3

/-- For angular momentum matrices of any size, the trace of a product of three components
is a triple product: `tr((u·J)(v·J)(w·J)) = (i/6) tr(J²) u·(v × w)`. -/
theorem trace_along_mul (h : IsAngularMomentum Jx Jy Jz) (u v w : Fin 3 → ℂ) :
    trace (along Jx Jy Jz u * along Jx Jy Jz v * along Jx Jy Jz w)
      = I / 6 * trace (totalSq Jx Jy Jz) * (u ⬝ᵥ (v ⨯₃ w)) := by
  have rot : ∀ A B C : Matrix n n ℂ, trace (A * B * C) = trace (B * C * A) := by
    intro A B C
    rw [mul_assoc, trace_mul_comm A (B * C)]
  have hd : u ⬝ᵥ (v ⨯₃ w) = u 0 * (v 1 * w 2 - v 2 * w 1)
      + u 1 * (v 2 * w 0 - v 0 * w 2) + u 2 * (v 0 * w 1 - v 1 * w 0) := by
    simp [cross_apply, dotProduct, Fin.sum_univ_succ, add_assoc]
  obtain ⟨xxy, xxz⟩ := trace_sq_mul h
  obtain ⟨yyz, yyx⟩ := trace_sq_mul h.rotate
  obtain ⟨zzx, zzy⟩ := trace_sq_mul h.rotate.rotate
  rw [hd]
  -- expand into 27 traces and bring each to a standard cyclic order
  simp only [along, add_mul, mul_add, smul_mul_assoc, mul_smul_comm, smul_add,
    trace_add, trace_smul, smul_eq_mul,
    rot Jx Jy Jx, rot Jy Jx Jx, rot Jx Jz Jx, rot Jz Jx Jx,
    rot Jy Jz Jy, rot Jz Jy Jy, rot Jy Jx Jy, rot Jx Jy Jy,
    rot Jz Jx Jz, rot Jx Jz Jz, rot Jz Jy Jz, rot Jy Jz Jz,
    rot Jy Jz Jx, rot Jz Jx Jy, rot Jx Jz Jy, rot Jz Jy Jx,
    xxy, xxz, yyz, yyx, zzx, zzy, trace_cube h, trace_cube h.rotate,
    trace_cube h.rotate.rotate, trace_swap h, trace_xyz h]
  ring

/-- For angular momentum matrices, the anticommutator of any two components times any
third component is traceless. -/
theorem trace_anticommutator_mul (h : IsAngularMomentum Jx Jy Jz) (u v w : Fin 3 → ℂ) :
    trace ((along Jx Jy Jz u * along Jx Jy Jz v
      + along Jx Jy Jz v * along Jx Jy Jz u) * along Jx Jy Jz w) = 0 := by
  have s : v ⬝ᵥ (u ⨯₃ w) = -(u ⬝ᵥ (v ⨯₃ w)) := by
    rw [triple_product_permutation v u w, ← cross_anticomm v w, dotProduct_neg]
  rw [add_mul, trace_add, trace_along_mul h, trace_along_mul h, s]
  ring

/-- The spin-1/2 matrices obey the angular momentum commutation relations, and their
`J²` has trace `3/2`. -/
theorem isAngularMomentum_witness :
    IsAngularMomentum !![0, 1 / 2; 1 / 2, 0] !![0, -I / 2; I / 2, 0]
      !![1 / 2, 0; 0, -1 / 2] ∧
    trace (totalSq !![0, 1 / 2; 1 / 2, 0] !![0, -I / 2; I / 2, 0]
      !![1 / 2, 0; 0, -1 / 2]) = 3 / 2 := by
  refine ⟨⟨?_, ?_, ?_⟩, ?_⟩
  iterate 3
    · ext i j
      fin_cases i <;> fin_cases j <;>
        simp <;> ring_nf <;>
        norm_num [Complex.I_sq]
  · simp [totalSq, Matrix.trace_fin_two]
    ring_nf
    norm_num [Complex.I_sq]

end AngularMomentumCubicTrace
```

```lean
#print axioms AngularMomentumCubicTrace.trace_along_mul
#print axioms AngularMomentumCubicTrace.trace_anticommutator_mul
```

```
'AngularMomentumCubicTrace.trace_along_mul' depends on axioms: [propext, Classical.choice, Quot.sound]
'AngularMomentumCubicTrace.trace_anticommutator_mul' depends on axioms: [propext, Classical.choice, Quot.sound]
```

## Commutators and cyclicity in the proof

`IsAngularMomentum.rotate` supplies the cyclic relabelling. Each lemma is proved for one choice of axes, and `h.rotate` and `h.rotate.rotate` give the other two.

In `trace_sq_mul`, the equation `e` replaces a component by a commutator, and `c` is the cyclic move, obtained from `trace_mul_comm` after regrouping the factors. The difference is then zero, and `mul_eq_zero` with `I_ne_zero` removes the factor $i$.

In `trace_cube`, `k` is the formula for $[J_x^2,J_y]$; `noncomm_ring` checks the product rule without letting the matrices commute. The `calc` block for `e` transfers the commutator from $[J_y,J_z]$ to $[J_x^2,J_y]$. The facts `z1` and `z2` then remove the two remaining traces, both of which are cyclic forms of $\operatorname{tr}(J_z^2J_x)$.

`trace_swap` proves the sign change. Its equation `e` evaluates the anticommutator times the commutator through $iJ_z$, while `f` shows that the same trace is zero, using the cyclic identities `c1` and `c2`. `trace_xyz_half` combines this sign change with the commutation relation; `linear_combination` does the halving.

`trace_xyz` applies that lemma to the three labellings. The identities `r1` and `r2` bring the cyclic products to the order $J_xJ_yJ_z$, and the final `linear_combination` takes the average.

For `trace_along_mul`, `rot` is cyclicity for three factors and `hd` writes the triple product in coordinates. The long `simp only` call expands the product, rotates each trace to a standard order and inserts the values already found. What remains is an identity between polynomials in the vector components and $T$, which `ring` proves.

`trace_anticommutator_mul` applies this formula twice. Its fact `s` is the sign change of the triple product, derived from Mathlib's `triple_product_permutation` and `cross_anticomm`. The spin-1/2 relations in `isAngularMomentum_witness` are checked entry by entry, and the trace of $J^2$ is computed directly.
